# Mixing density matrices cannot bring the von Neumann entropy below the ensemble average

A source prepares state ρ_k with probability p_k, and the record of k is lost. The system is then described by ρ̄ = Σ_k p_k ρ_k. If S(ρ̄) could lie below Σ_k p_k S(ρ_k), discarding information would lower the entropy, and S would fail as a measure of missing knowledge. For commuting ρ_k the eigenvalues belonging to each common eigenvector average with weights p_k, and concavity of −x log x excludes this. For non-commuting ρ_k there is no common eigenbasis and the eigenvalues need not average: the pure qubit states |0⟩ and |+⟩ = (|0⟩+|1⟩)/√2 both have eigenvalues 1 and 0, which average to 1 and 0 or to 1/2 and 1/2 depending on how they are paired, while their equal mixture has (2 ± √2)/4. The parts below prove the inequality for finitely many states in finite dimension.

## States, spectra and entropy

Basis indices i, j run over the finite type `n`, ensemble labels k over the finite type `ι`, and `star` is the adjoint †.

In Lean 4 with Mathlib:

```lean
import Mathlib

open Matrix
open scoped ComplexOrder

namespace EnsembleEntropy

noncomputable section

variable {n ι : Type*} [Fintype n] [DecidableEq n] [Fintype ι]
```

For a unitary U and real numbers d_j, `spectralForm U d` is U diag(d) U†. With u_i and v_j the columns of unitaries U and V, `overlap U V i j` is |⟨u_i, v_j⟩|².

```lean
/-- The matrix `U diag(d) U†` with real diagonal `d` and unitary `U`. -/
def spectralForm (U : unitaryGroup n ℂ) (d : n → ℝ) : Matrix n n ℂ :=
  U.val * diagonal (fun j => (d j : ℂ)) * star U.val

/-- The squared overlap `|⟨u_i, v_j⟩|²` of column `i` of `U` with column `j` of `V`. -/
def overlap (U V : unitaryGroup n ℂ) (i j : n) : ℝ :=
  Complex.normSq ((star U.val * V.val) i j)
```

For a real function f and a Hermitian A with eigenvalues λ_i, counted with multiplicity, `traceFn` is tr f(A) = Σ_i f(λ_i). A density matrix is positive semidefinite with trace 1, and

S(ρ) = Σ_i η(λ_i),  η(x) = −x log x,  η(0) = 0,

where η is `Real.negMulLog`, the logarithm is natural and Boltzmann's constant is 1.

```lean
/-- The trace function `tr f(A)`: the sum of `f` over the eigenvalues of a Hermitian matrix. -/
def traceFn (f : ℝ → ℝ) {A : Matrix n n ℂ} (hA : A.IsHermitian) : ℝ :=
  ∑ i, f (hA.eigenvalues i)

/-- A density matrix: positive semidefinite with unit trace. -/
structure DensityMatrix (n : Type*) [Fintype n] [DecidableEq n] where
  mat : Matrix n n ℂ
  psd : mat.PosSemidef
  trace_one : mat.trace = 1

/-- The von Neumann entropy: the sum of `-x log x` over the eigenvalues, with `0 log 0 = 0`. -/
def entropy (ρ : DensityMatrix n) : ℝ :=
  traceFn Real.negMulLog ρ.psd.1
```

The constructions `mixture` (for p_k ≥ 0, Σ_k p_k = 1) and `rotate` (UρU†) carry the proofs that their values are density matrices.

```lean
/-- The density matrix `∑ p_k ρ_k` of an ensemble of states `ρ_k` with probabilities `p_k`. -/
def mixture (p : ι → ℝ) (hp : ∀ k, 0 ≤ p k) (hs : ∑ k, p k = 1)
    (ρ : ι → DensityMatrix n) : DensityMatrix n where
  mat := ∑ k, (p k : ℂ) • (ρ k).mat
  psd := Finset.sum_induction _ Matrix.PosSemidef (fun _ _ ha hb => ha.add hb)
    Matrix.PosSemidef.zero (fun k _ => (ρ k).psd.smul (Complex.zero_le_real.2 (hp k)))
  trace_one := by
    simp only [Matrix.trace_sum, Matrix.trace_smul, DensityMatrix.trace_one, smul_eq_mul,
      mul_one]
    exact_mod_cast hs

/-- The density matrix `U ρ U†` obtained from `ρ` by a unitary `U`. -/
def rotate (U : unitaryGroup n ℂ) (ρ : DensityMatrix n) : DensityMatrix n where
  mat := U.val * ρ.mat * star U.val
  psd := ρ.psd.mul_mul_conjTranspose_same U.val
  trace_one := by
    have hU : star U.val * U.val = 1 := Matrix.mem_unitaryGroup_iff'.1 U.2
    rw [Matrix.trace_mul_cycle, hU, one_mul, ρ.trace_one]
```

## (a) A diagonal entry

Find the diagonal of W diag(d) W† for any matrix W.

(W diag(d) W†)_ii = Σ_j W_ij d_j W_ij* = Σ_j |W_ij|² d_j

`Complex.mul_conj` supplies the last step.

```lean
/-- The diagonal entries of `W diag(d) W†` are `∑_j |W_ij|² d_j`. -/
theorem diag_conj (W : Matrix n n ℂ) (d : n → ℝ) (i : n) :
    (W * diagonal (fun j => (d j : ℂ)) * star W) i i
      = ((∑ j, Complex.normSq (W i j) * d j : ℝ) : ℂ) := by
  rw [Matrix.mul_apply, Complex.ofReal_sum]
  refine Finset.sum_congr rfl fun j _ => ?_
  simp only [Matrix.mul_diagonal, Matrix.star_apply, Complex.star_def, Complex.ofReal_mul]
  rw [mul_right_comm, Complex.mul_conj]
```

## (b) Overlaps of two orthonormal bases

Show that the overlaps sum to 1 over either index.

W = U†V is unitary and W_ij = ⟨u_i, v_j⟩. The diagonals of WW† = 1 and W†W = 1 read

Σ_j |W_ij|² = 1,  Σ_i |W_ij|² = 1.

```lean
/-- The squared overlaps of two orthonormal bases sum to one over either index. -/
theorem overlap_sum (U V : unitaryGroup n ℂ) :
    (∀ i, ∑ j, overlap U V i j = 1) ∧ (∀ j, ∑ i, overlap U V i j = 1) := by
  have hW : star U.val * V.val ∈ unitaryGroup n ℂ := (star U * V : unitaryGroup n ℂ).2
  unfold overlap
  generalize star U.val * V.val = W at hW ⊢
  constructor
  · intro i
    have h := congrFun (congrFun (Matrix.mem_unitaryGroup_iff.1 hW) i) i
    simp only [Matrix.mul_apply, Matrix.star_apply, Complex.star_def, Complex.mul_conj,
      Matrix.one_apply_eq] at h
    exact_mod_cast h
  · intro j
    have h := congrFun (congrFun (Matrix.mem_unitaryGroup_iff'.1 hW) j) j
    simp only [Matrix.mul_apply, Matrix.star_apply, Complex.star_def,
      ← Complex.normSq_eq_conj_mul_self, Matrix.one_apply_eq] at h
    exact_mod_cast h
```

## (c) The spectrum of a mixture

Let U and V_k be unitary, with v_kj column j of V_k, and let l_i, μ_kj, p_k be real with U diag(l) U† = Σ_k p_k V_k diag(μ_k) V_k†. Express l_i through the μ_kj.

Multiply by U† on the left and U on the right, and set W_k = U†V_k:

diag(l) = Σ_k p_k W_k diag(μ_k) W_k†.

This is `h1`. Entry (i, i) with part (a) gives `h2`:

l_i = Σ_k p_k Σ_j |⟨u_i, v_kj⟩|² μ_kj.

```lean
/-- If `U diag(l) U† = ∑ p_k V_k diag(μ_k) V_k†`, then
`l_i = ∑_k p_k ∑_j |⟨u_i, v_kj⟩|² μ_kj`. -/
theorem spectrum_mixture (U : unitaryGroup n ℂ) (l : n → ℝ) (V : ι → unitaryGroup n ℂ)
    (μ : ι → n → ℝ) (p : ι → ℝ)
    (h : spectralForm U l = ∑ k, (p k : ℂ) • spectralForm (V k) (μ k)) (i : n) :
    l i = ∑ k, p k * ∑ j, overlap U (V k) i j * μ k j := by
  have hU : star U.val * U.val = 1 := Matrix.mem_unitaryGroup_iff'.1 U.2
  -- write both sides in the basis of the columns of `U`
  have h1 : diagonal (fun j => (l j : ℂ)) = ∑ k, (p k : ℂ) • ((star U.val * (V k).val) *
      diagonal (fun j => (μ k j : ℂ)) * star (star U.val * (V k).val)) :=
    calc diagonal (fun j => (l j : ℂ)) = star U.val * spectralForm U l * U.val := by
          simp only [spectralForm, mul_assoc, hU, mul_one]
          rw [← mul_assoc, hU, one_mul]
      _ = star U.val * (∑ k, (p k : ℂ) • spectralForm (V k) (μ k)) * U.val := by rw [h]
      _ = _ := by
          rw [Finset.mul_sum, Finset.sum_mul]
          refine Finset.sum_congr rfl fun k _ => ?_
          simp only [spectralForm, StarMul.star_mul, star_star, mul_smul_comm, smul_mul_assoc,
            mul_assoc]
  have h2 := congrFun (congrFun h1 i) i
  simp only [Matrix.diagonal_apply_eq, Matrix.sum_apply, Matrix.smul_apply, diag_conj,
    smul_eq_mul] at h2
  unfold overlap
  exact_mod_cast h2
```

## (d) Jensen's inequality over pairs (k, j)

Let the p_k now be probabilities and f concave on a convex set s containing every μ_kj. Show Σ_k p_k Σ_j f(μ_kj) ≤ Σ_i f(l_i).

Fix i. The weights p_k |⟨u_i, v_kj⟩|² are non-negative and, by the row sums of (b), add up to Σ_k p_k = 1 (`hw`). So l_i is a convex combination of the μ_kj, and Jensen's inequality (`le_map_sum`) gives `key`:

Σ_k p_k Σ_j |⟨u_i, v_kj⟩|² f(μ_kj) ≤ f(l_i).

Summing over i, the column sums `hcol` turn each Σ_i |⟨u_i, v_kj⟩|² into 1, which is the `calc` block.

```lean
/-- If `U diag(l) U†` is a mixture of `V_k diag(μ_k) V_k†` with probabilities `p_k` and `f` is
concave on a set containing all `μ_kj`, then `∑_k p_k ∑_j f(μ_kj) ≤ ∑_i f(l_i)`. -/
theorem spectral_jensen {f : ℝ → ℝ} {s : Set ℝ} (hf : ConcaveOn ℝ s f)
    (U : unitaryGroup n ℂ) (l : n → ℝ) (V : ι → unitaryGroup n ℂ) (μ : ι → n → ℝ)
    (hμ : ∀ k j, μ k j ∈ s) (p : ι → ℝ) (hp : ∀ k, 0 ≤ p k) (hs : ∑ k, p k = 1)
    (h : spectralForm U l = ∑ k, (p k : ℂ) • spectralForm (V k) (μ k)) :
    ∑ k, p k * ∑ j, f (μ k j) ≤ ∑ i, f (l i) := by
  have hrow : ∀ k i, ∑ j, overlap U (V k) i j = 1 := fun k => (overlap_sum U (V k)).1
  have hcol : ∀ k j, ∑ i, overlap U (V k) i j = 1 := fun k => (overlap_sum U (V k)).2
  -- Jensen for each `i`, with weights `p_k |⟨u_i, v_kj⟩|²` on pairs `(k, j)`
  have key : ∀ i, ∑ k, p k * ∑ j, overlap U (V k) i j * f (μ k j) ≤ f (l i) := by
    intro i
    have hw : ∑ x : ι × n, p x.1 * overlap U (V x.1) i x.2 = 1 := by
      simp only [Fintype.sum_prod_type, ← Finset.mul_sum, hrow, mul_one, hs]
    have hJ := hf.le_map_sum (t := Finset.univ)
      (w := fun x : ι × n => p x.1 * overlap U (V x.1) i x.2) (p := fun x => μ x.1 x.2)
      (fun x _ => mul_nonneg (hp _) (Complex.normSq_nonneg _)) hw (fun x _ => hμ _ _)
    simp only [Fintype.sum_prod_type, smul_eq_mul, mul_assoc, ← Finset.mul_sum] at hJ
    rw [spectrum_mixture U l V μ p h i]
    exact hJ
  -- summing over `i` removes the overlaps
  calc ∑ k, p k * ∑ j, f (μ k j)
      = ∑ i, ∑ k, p k * ∑ j, overlap U (V k) i j * f (μ k j) := by
        rw [Finset.sum_comm]
        refine Finset.sum_congr rfl fun k _ => ?_
        rw [← Finset.mul_sum, Finset.sum_comm]
        simp only [← Finset.sum_mul, hcol, one_mul]
    _ ≤ ∑ i, f (l i) := Finset.sum_le_sum fun i _ => key i
```

## (e) Diagonalising a Hermitian matrix

Write a Hermitian A as U diag(λ) U†.

The columns of U are orthonormal eigenvectors, so AU = U diag(λ); multiply by U† on the right. Mathlib's spectral theorem provides U.

```lean
/-- A Hermitian matrix equals `U diag(d) U†` with `U` its eigenvector matrix and `d` its
eigenvalues. -/
theorem eq_spectralForm {A : Matrix n n ℂ} (hA : A.IsHermitian) :
    A = spectralForm hA.eigenvectorUnitary hA.eigenvalues := by
  have h := hA.spectral_theorem
  exact h
```

## (f) Concavity of tr f

For Hermitian A_k with eigenvalues in s and M = Σ_k p_k A_k, show Σ_k p_k tr f(A_k) ≤ tr f(M).

Diagonalise M and every A_k by (e) and apply (d). Hermiticity of M enters as the hypothesis `hM`, since `traceFn` takes it as an argument. No condition on the eigenvalues of M is needed: by (c) they are convex combinations of points of s.

```lean
/-- For Hermitian `A_k` with eigenvalues in a set on which `f` is concave and probabilities
`p_k`, the mixture `M = ∑ p_k A_k` obeys `∑ p_k tr f(A_k) ≤ tr f(M)`. -/
theorem traceFn_concave {f : ℝ → ℝ} {s : Set ℝ} (hf : ConcaveOn ℝ s f)
    {A : ι → Matrix n n ℂ} (hA : ∀ k, (A k).IsHermitian)
    (hspec : ∀ k j, (hA k).eigenvalues j ∈ s)
    (p : ι → ℝ) (hp : ∀ k, 0 ≤ p k) (hs : ∑ k, p k = 1)
    {M : Matrix n n ℂ} (hM : M.IsHermitian) (hmix : M = ∑ k, (p k : ℂ) • A k) :
    ∑ k, p k * traceFn f (hA k) ≤ traceFn f hM :=
  spectral_jensen hf hM.eigenvectorUnitary hM.eigenvalues
    (fun k => (hA k).eigenvectorUnitary) (fun k => (hA k).eigenvalues) hspec p hp hs
    ((eq_spectralForm hM).symm.trans (hmix.trans (Finset.sum_congr rfl fun k _ =>
      congrArg (fun B => (p k : ℂ) • B) (eq_spectralForm (hA k)))))
```

## (g) Concavity of the entropy

Show, for density matrices ρ_k of one size and probabilities p_k,

Σ_k p_k S(ρ_k) ≤ S(Σ_k p_k ρ_k).

Take f = η and s = [0, ∞) in (f). There η is continuous with η″(x) = −1/x < 0 for x > 0, hence concave (`Real.concaveOn_negMulLog`), and positive semidefinite matrices have non-negative eigenvalues.

```lean
/-- Concavity of the von Neumann entropy: `∑ p_k S(ρ_k) ≤ S(∑ p_k ρ_k)` for density matrices
`ρ_k` and probabilities `p_k`. -/
theorem entropy_concave (p : ι → ℝ) (hp : ∀ k, 0 ≤ p k) (hs : ∑ k, p k = 1)
    (ρ : ι → DensityMatrix n) :
    ∑ k, p k * entropy (ρ k) ≤ entropy (mixture p hp hs ρ) :=
  traceFn_concave Real.concaveOn_negMulLog (fun k => (ρ k).psd.1)
    (fun k j => (ρ k).psd.eigenvalues_nonneg j) p hp hs (mixture p hp hs ρ).psd.1 rfl
```

The theorem does not treat the equality condition, continuous ensembles or infinite dimension. In dimension one every ρ_k equals 1 and both sides vanish. For the qubit pair at the start the left side is 0 and the right side evaluates to about 0.42, a number no theorem here computes.

## (h) Random unitaries

Show, for unitaries U_k applied with probabilities p_k,

S(ρ) ≤ S(Σ_k p_k U_k ρ U_k†).

Write ρ = W diag(λ) W†. Then U_k ρ U_k† = (U_k W) diag(λ) (U_k W)†, which is `hrot`. Part (d) accepts any diagonalisation, so take V_k = U_k W and μ_kj = λ_j; its left side becomes Σ_k p_k S(ρ) = S(ρ). In a simulation that averages over finitely many noise realisations, each evolving the same finite-dimensional initial state unitarily, the averaged state therefore has at least the initial entropy. Not every quantum channel is of this form: decay to a pure ground state can lower the entropy.

```lean
/-- Applying unitaries `U_k` with probabilities `p_k` does not lower the von Neumann entropy:
`S(ρ) ≤ S(∑ p_k U_k ρ U_k†)`. -/
theorem entropy_le_random_unitary (p : ι → ℝ) (hp : ∀ k, 0 ≤ p k) (hs : ∑ k, p k = 1)
    (U : ι → unitaryGroup n ℂ) (ρ : DensityMatrix n) :
    entropy ρ ≤ entropy (mixture p hp hs fun k => rotate (U k) ρ) := by
  have hρ : ρ.mat.IsHermitian := ρ.psd.1
  have hM := (mixture p hp hs fun k => rotate (U k) ρ).psd.1
  -- `U_k ρ U_k†` is diagonalised by `U_k W` with the eigenvalues of `ρ`
  have hrot : ∀ k, (rotate (U k) ρ).mat
      = spectralForm (U k * hρ.eigenvectorUnitary) hρ.eigenvalues := by
    intro k
    have e : (U k * hρ.eigenvectorUnitary).val
        = (U k).val * hρ.eigenvectorUnitary.val := rfl
    refine (congrArg (fun B => (U k).val * B * star (U k).val) (eq_spectralForm hρ)).trans ?_
    simp only [spectralForm, e, StarMul.star_mul, mul_assoc]
  have h := spectral_jensen Real.concaveOn_negMulLog hM.eigenvectorUnitary hM.eigenvalues
    (fun k => U k * hρ.eigenvectorUnitary) (fun _ => hρ.eigenvalues)
    (fun _ j => ρ.psd.eigenvalues_nonneg j) p hp hs
    ((eq_spectralForm hM).symm.trans (Finset.sum_congr rfl fun k _ =>
      congrArg (fun B => (p k : ℂ) • B) (hrot k)))
  rw [← Finset.sum_mul, hs, one_mul] at h
  exact h

end

end EnsembleEntropy
```

```lean
#print axioms EnsembleEntropy.entropy_concave
#print axioms EnsembleEntropy.entropy_le_random_unitary
```

```
'EnsembleEntropy.entropy_concave' depends on axioms: [propext, Classical.choice, Quot.sound]
'EnsembleEntropy.entropy_le_random_unitary' depends on axioms: [propext, Classical.choice, Quot.sound]
```
